# The electron-phonon coupling matrices of a translation-covariant Hamiltonian sum to $-i[P,H]$

Computed electron-phonon coupling matrices can be tested by adding them over all atoms, for displacements along one Cartesian direction, and comparing the sum with a commutator. The test applies when a rigid shift of the atoms transforms the finite Hamiltonian matrix by the exponentials of a fixed matrix $P$, as stated in `TranslationCovariant`.

In Lean 4 with Mathlib:

```lean
import Mathlib

open Matrix NormedSpace
open scoped Matrix.Norms.Operator

namespace TranslationSumRules

noncomputable section

variable {ι β : Type*} [Fintype ι] [DecidableEq ι] [Fintype β] [DecidableEq β]

/-- The electron-phonon coupling matrix of coordinate `k`: the derivative of the electronic
Hamiltonian with respect to the displacement `u k`. -/
def coupling (H : (ι → ℝ) → Matrix β β ℂ) (u : ι → ℝ) (k : ι) : Matrix β β ℂ :=
  fderiv ℝ H u (Pi.single k 1)

/-- Shifting all atoms by `s` transforms the Hamiltonian by `exp(-isP)` on the left and
`exp(isP)` on the right. -/
def TranslationCovariant (H : (ι → ℝ) → Matrix β β ℂ) (P : Matrix β β ℂ) : Prop :=
  ∀ (u : ι → ℝ) (s : ℝ), H (u + s • (1 : ι → ℝ)) =
    NormedSpace.exp (s • ((-Complex.I) • P)) * H u * NormedSpace.exp (s • (Complex.I • P))

omit [DecidableEq β] in
/-- Along a rigid shift of all atoms, the Hamiltonian changes at a rate equal to the sum of
all coupling matrices. -/
theorem hasDerivAt_rigid_shift {H : (ι → ℝ) → Matrix β β ℂ} {u : ι → ℝ} {s : ℝ}
    (hH : DifferentiableAt ℝ H (u + s • (1 : ι → ℝ))) :
    HasDerivAt (fun t : ℝ => H (u + t • (1 : ι → ℝ)))
      (∑ k, coupling H (u + s • (1 : ι → ℝ)) k) s := by
  have h := ((hasDerivAt_id' s).smul_const (1 : ι → ℝ)).const_add u
  rw [one_smul] at h
  -- the uniform displacement is the sum of the single-atom displacements
  have hone : ∑ k : ι, (Pi.single k 1 : ι → ℝ) = 1 := by
    ext j
    simp [Finset.sum_apply, Pi.single_apply]
  have hsum : ∑ k, coupling H (u + s • (1 : ι → ℝ)) k
      = fderiv ℝ H (u + s • (1 : ι → ℝ)) 1 := by
    simp only [coupling]
    rw [← map_sum, hone]
  rw [hsum]
  exact hH.hasFDerivAt.comp_hasDerivAt s h

/-- Product rule for a matrix `F s` placed between the exponentials `exp(sA)` and `exp(sB)`. -/
theorem hasDerivAt_frame (A B : Matrix β β ℂ) {F : ℝ → Matrix β β ℂ} {F' : Matrix β β ℂ}
    {s : ℝ} (hF : HasDerivAt F F' s) :
    HasDerivAt (fun t : ℝ => NormedSpace.exp (t • A) * F t * NormedSpace.exp (t • B))
      (NormedSpace.exp (s • A) * (A * F s + F' + F s * B) * NormedSpace.exp (s • B)) s := by
  have h := ((hasDerivAt_exp_smul_const A s).fun_mul hF).fun_mul
    (hasDerivAt_exp_smul_const' B s)
  have key : ∀ X Y : Matrix β β ℂ, (X * A * F s + X * F') * Y + X * F s * (B * Y)
      = X * (A * F s + F' + F s * B) * Y := by
    intro X Y
    noncomm_ring
  exact h.congr_deriv (key _ _)

/-- Translation sum rule: the coupling matrices of all atoms add up to `-i[P, H]`. -/
theorem translation_sum_rule {H : (ι → ℝ) → Matrix β β ℂ} {P : Matrix β β ℂ} {u : ι → ℝ}
    (hcov : TranslationCovariant H P) (hH : DifferentiableAt ℝ H u) :
    ∑ k, coupling H u k = (-Complex.I) • (P * H u - H u * P) := by
  have h0 : u + (0 : ℝ) • (1 : ι → ℝ) = u := by simp
  have h1 := hasDerivAt_rigid_shift (u := u) (s := 0) (by rw [h0]; exact hH)
  rw [h0, funext (hcov u)] at h1
  -- differentiate the transformed Hamiltonian at zero shift and compare
  have h2 := hasDerivAt_frame ((-Complex.I) • P) (Complex.I • P)
    (hasDerivAt_const (0 : ℝ) (H u))
  rw [h1.unique h2]
  simp only [zero_smul, NormedSpace.exp_zero, one_mul, mul_one, add_zero,
    Matrix.smul_mul, Matrix.mul_smul]
  module

/-- The exponentials of opposite generators are inverse to each other. -/
theorem exp_mul_exp_opposite {A B : Matrix β β ℂ} (h : A + B = 0) (s : ℝ) :
    NormedSpace.exp (s • A) * NormedSpace.exp (s • B) = 1 := by
  obtain rfl := eq_neg_of_add_eq_zero_right h
  have hc : Commute (s • A) (s • (-A)) :=
    ((Commute.refl A).neg_right.smul_left s).smul_right s
  refine (Matrix.exp_add_of_commute _ _ hc).symm.trans ?_
  rw [← smul_add, add_neg_cancel, smul_zero, NormedSpace.exp_zero]

/-- Converse: a differentiable Hamiltonian that obeys the sum rule at every displacement is
translation covariant. -/
theorem covariant_of_sum_rule {H : (ι → ℝ) → Matrix β β ℂ} {P : Matrix β β ℂ}
    (hH : Differentiable ℝ H)
    (hsum : ∀ u, ∑ k, coupling H u k = (-Complex.I) • (P * H u - H u * P)) :
    TranslationCovariant H P := by
  intro u s
  -- in the co-moving frame the Hamiltonian does not change
  have hK : ∀ t : ℝ, HasDerivAt (fun t : ℝ => NormedSpace.exp (t • (Complex.I • P)) *
      H (u + t • (1 : ι → ℝ)) * NormedSpace.exp (t • ((-Complex.I) • P))) 0 t := by
    intro t
    refine (hasDerivAt_frame (Complex.I • P) ((-Complex.I) • P)
      (hasDerivAt_rigid_shift (hH (u + t • (1 : ι → ℝ))))).congr_deriv ?_
    have hz : (Complex.I • P) * H (u + t • (1 : ι → ℝ))
        + ∑ k, coupling H (u + t • (1 : ι → ℝ)) k
        + H (u + t • (1 : ι → ℝ)) * ((-Complex.I) • P) = 0 := by
      rw [hsum]
      simp only [Matrix.smul_mul, Matrix.mul_smul]
      module
    rw [hz, mul_zero, zero_mul]
  have hc := is_const_of_deriv_eq_zero (fun t => (hK t).differentiableAt)
    (fun t => (hK t).deriv) s 0
  simp only [zero_smul, add_zero, NormedSpace.exp_zero, one_mul, mul_one] at hc
  have e := exp_mul_exp_opposite (A := (-Complex.I) • P) (B := Complex.I • P) (by module) s
  -- transform back to the laboratory frame
  rw [← hc]
  generalize NormedSpace.exp (s • ((-Complex.I) • P)) = X at e ⊢
  generalize NormedSpace.exp (s • (Complex.I • P)) = Y at e ⊢
  calc H (u + s • (1 : ι → ℝ)) = (X * Y) * H (u + s • (1 : ι → ℝ)) * (X * Y) := by
        rw [e, one_mul, mul_one]
    _ = X * (Y * H (u + s • (1 : ι → ℝ)) * X) * Y := by simp only [mul_assoc]

/-- Between eigenvectors of energies `em` and `en`, the coupling elements of all atoms add up
to `-i(en - em)` times the matrix element of `P`. -/
theorem sum_coupling_element {H : (ι → ℝ) → Matrix β β ℂ} {P : Matrix β β ℂ} {u : ι → ℝ}
    (hcov : TranslationCovariant H P) (hH : DifferentiableAt ℝ H u)
    (hherm : (H u).IsHermitian) {φ ψ : β → ℂ} {em en : ℝ}
    (hφ : H u *ᵥ φ = (em : ℂ) • φ) (hψ : H u *ᵥ ψ = (en : ℂ) • ψ) :
    ∑ k, star φ ⬝ᵥ (coupling H u k *ᵥ ψ)
      = -Complex.I * ((en : ℂ) - em) * (star φ ⬝ᵥ (P *ᵥ ψ)) := by
  have hlin := map_sum (AddMonoidHom.mk' (fun A : Matrix β β ℂ => star φ ⬝ᵥ (A *ᵥ ψ))
    (fun A B => by simp only [Matrix.add_mulVec, dotProduct_add]))
    (coupling H u) Finset.univ
  simp only [AddMonoidHom.mk'_apply] at hlin
  -- a Hermitian Hamiltonian acts to the left with the same real energy
  have hleft : star φ ᵥ* H u = (em : ℂ) • star φ := by
    have h := congrArg star hφ
    rw [Matrix.star_mulVec, hherm.eq, star_smul, Complex.star_def, Complex.conj_ofReal] at h
    exact h
  have hHP : star φ ⬝ᵥ (H u *ᵥ (P *ᵥ ψ)) = em * (star φ ⬝ᵥ (P *ᵥ ψ)) := by
    rw [Matrix.dotProduct_mulVec, hleft, smul_dotProduct, smul_eq_mul]
  rw [← hlin, translation_sum_rule hcov hH, Matrix.smul_mulVec, Matrix.sub_mulVec,
    ← Matrix.mulVec_mulVec, ← Matrix.mulVec_mulVec, hψ, Matrix.mulVec_smul,
    dotProduct_smul, dotProduct_sub, dotProduct_smul, hHP]
  simp only [smul_eq_mul]
  ring

/-- Between eigenvectors of the same energy, the coupling elements of all atoms add up to
zero. -/
theorem sum_coupling_degenerate {H : (ι → ℝ) → Matrix β β ℂ} {P : Matrix β β ℂ} {u : ι → ℝ}
    (hcov : TranslationCovariant H P) (hH : DifferentiableAt ℝ H u)
    (hherm : (H u).IsHermitian) {φ ψ : β → ℂ} {e : ℝ}
    (hφ : H u *ᵥ φ = (e : ℂ) • φ) (hψ : H u *ᵥ ψ = (e : ℂ) • ψ) :
    ∑ k, star φ ⬝ᵥ (coupling H u k *ᵥ ψ) = 0 := by
  rw [sum_coupling_element hcov hH hherm hφ hψ, sub_self, mul_zero, zero_mul]

/-- Plane-wave Hamiltonian with kinetic energies `T`, momenta `p`, and potential elements `V`
multiplied by the structure factor of the displaced atoms. -/
def planeWave (T p : β → ℝ) (V : Matrix β β ℂ) (u : ι → ℝ) : Matrix β β ℂ :=
  Matrix.of fun a b => (if a = b then (T a : ℂ) else 0) +
    V a b * ∑ k, Complex.exp (-Complex.I * ((p a : ℂ) - p b) * (u k : ℂ))

omit [DecidableEq ι] in
/-- For Hermitian `V` the plane-wave Hamiltonian is differentiable, Hermitian and translation
covariant, with `P` the diagonal matrix of the momenta. -/
theorem planeWave_witness (T p : β → ℝ) {V : Matrix β β ℂ} (hV : V.IsHermitian) :
    Differentiable ℝ (planeWave (ι := ι) T p V) ∧
    (∀ u : ι → ℝ, (planeWave T p V u).IsHermitian) ∧
    TranslationCovariant (planeWave (ι := ι) T p V)
      (Matrix.diagonal fun a => (p a : ℂ)) := by
  refine ⟨?_, ?_, ?_⟩
  · -- expand in matrix units and differentiate each entry
    have hdec : planeWave (ι := ι) T p V = fun u => ∑ a, ∑ b,
        planeWave T p V u a b • Matrix.single a b (1 : ℂ) := by
      funext u
      refine (Matrix.matrix_eq_sum_single (planeWave T p V u)).trans ?_
      simp only [Matrix.smul_single, smul_eq_mul, mul_one]
    have hk : ∀ k : ι, Differentiable ℝ (fun u : ι → ℝ => ((u k : ℝ) : ℂ)) := fun k =>
      Complex.ofRealCLM.differentiable.comp (differentiable_apply k)
    rw [hdec]
    refine Differentiable.fun_sum fun a _ => Differentiable.fun_sum fun b _ =>
      Differentiable.smul_const ?_ _
    simp only [planeWave, Matrix.of_apply]
    exact ((Differentiable.fun_sum fun k _ =>
      ((hk k).const_mul _).cexp).const_mul _).const_add _
  · intro u
    ext a b
    have hk : ∀ k, star (Complex.exp (-Complex.I * ((p b : ℂ) - p a) * (u k : ℂ)))
        = Complex.exp (-Complex.I * ((p a : ℂ) - p b) * (u k : ℂ)) := by
      intro k
      rw [Complex.star_def, ← Complex.exp_conj]
      congr 1
      simp only [map_mul, map_neg, map_sub, Complex.conj_I, Complex.conj_ofReal]
      ring
    have hd : star (if b = a then (T b : ℂ) else 0) = if a = b then (T a : ℂ) else 0 := by
      by_cases h : a = b
      · subst h
        simp
      · simp [h, Ne.symm h]
    simp only [Matrix.conjTranspose_apply, planeWave, Matrix.of_apply, star_add, star_mul',
      star_sum, hk, hd, hV.apply a b]
  · intro u s
    have hE : ∀ c : ℂ, NormedSpace.exp (s • (c • Matrix.diagonal fun a => (p a : ℂ)))
        = Matrix.diagonal fun a => Complex.exp (s * (c * p a)) := by
      intro c
      have h : s • (c • Matrix.diagonal fun a => (p a : ℂ))
          = Matrix.diagonal fun a => (s : ℂ) * (c * p a) := by
        ext i j
        by_cases hij : i = j
        · subst hij
          simp
        · simp [hij]
      rw [h, Matrix.exp_diagonal]
      congr 1
      funext a
      -- the exponential of a tuple is taken componentwise
      have hpi : ∀ v : β → ℂ, NormedSpace.exp v a = NormedSpace.exp (v a) := by
        intro v
        exact NormedSpace.map_exp (Pi.evalRingHom (fun _ : β => ℂ) a) (continuous_apply a) v
      exact (hpi _).trans (by rw [Complex.exp_eq_exp_ℂ])
    rw [hE, hE]
    ext a b
    rw [Matrix.mul_diagonal, Matrix.diagonal_mul]
    simp only [planeWave, Matrix.of_apply, Pi.add_apply, Pi.smul_apply, Pi.one_apply,
      smul_eq_mul, mul_one, Complex.ofReal_add]
    -- every atom contributes the same extra phase
    have hk : ∀ k, Complex.exp (-Complex.I * ((p a : ℂ) - p b) * ((u k : ℂ) + s))
        = Complex.exp (-Complex.I * ((p a : ℂ) - p b) * (u k : ℂ)) *
          (Complex.exp (s * (-Complex.I * p a)) * Complex.exp (s * (Complex.I * p b))) := by
      intro k
      rw [← Complex.exp_add, ← Complex.exp_add]
      congr 1
      ring
    have hd : (if a = b then (T a : ℂ) else 0) = (if a = b then (T a : ℂ) else 0) *
        (Complex.exp (s * (-Complex.I * p a)) * Complex.exp (s * (Complex.I * p b))) := by
      by_cases h : a = b
      · subst h
        have h0 : (s : ℂ) * (-Complex.I * p a) + s * (Complex.I * p a) = 0 := by ring
        rw [← Complex.exp_add, h0, Complex.exp_zero, mul_one]
      · simp [h]
    simp only [hk]
    rw [← Finset.sum_mul]
    linear_combination hd

end

end TranslationSumRules
```

```lean
#print axioms TranslationSumRules.covariant_of_sum_rule
-- 'TranslationSumRules.covariant_of_sum_rule' depends on axioms: [propext, Classical.choice, Quot.sound]
#print axioms TranslationSumRules.sum_coupling_degenerate
-- 'TranslationSumRules.sum_coupling_degenerate' depends on axioms: [propext, Classical.choice, Quot.sound]
```

## Displacements, couplings and rigid shifts

The finite type `ι` labels the atoms, and `u : ι → ℝ` gives their displacements along one direction. The finite type `β` labels the electronic basis states, so $H(u)$ is a complex square matrix. The coupling matrix of atom $k$, `coupling H u k`, is the derivative

$$G_k(u)=\frac{\partial H}{\partial u_k}.$$

It carries no phonon amplitude or mass factor. Writing $\mathbf 1=(1,\ldots,1)$, covariance means that for all $u$ and real $s$

$$H(u+s\mathbf 1)=e^{-isP}H(u)e^{isP}.$$

Physically, moving the atoms and the electrons together by the same distance changes no energy. $P$ is the electronic momentum along the shift, with $\hbar=1$. The theorems do not require $P$ to be Hermitian; when it is, the exponentials are unitary.

`translation_sum_rule` states that if $H$ is covariant and differentiable at $u$, then $\sum_k G_k=-i(PH-HP)$ there. `covariant_of_sum_rule` gives the converse for an $H$ that is differentiable everywhere and obeys the sum rule at every $u$.

If $H$ is covariant and differentiable at $u$, and $H(u)$ is Hermitian with $H\varphi=e_m\varphi$ and $H\psi=e_n\psi$, then `sum_coupling_element` gives

$$\sum_k\varphi^\dagger G_k\psi=-i(e_n-e_m)\,\varphi^\dagger P\psi.$$

For normalised vectors these are the usual matrix elements; otherwise both sides carry the same factor $\|\varphi\|\|\psi\|$. At equal energies the sum vanishes, which is `sum_coupling_degenerate`.

Covariance is a hypothesis about the chosen matrix model. A finite basis of localised orbitals fixed in space generally violates it.

## Differentiating the rigid shift

Let $\mathbf e_k$ be the unit displacement of atom $k$. Since $\mathbf 1=\sum_k\mathbf e_k$ and the derivative $DH$ is linear in the direction, the chain rule gives

$$\frac{d}{ds}H(u+s\mathbf 1)=DH(\mathbf 1)=\sum_k DH(\mathbf e_k)=\sum_k G_k(u+s\mathbf 1).$$

This is `hasDerivAt_rigid_shift`. The product rule in `hasDerivAt_frame` is

$$\frac{d}{ds}\left(e^{sA}F e^{sB}\right)=e^{sA}(AF+F'+FB)e^{sB}.$$

With $A=-iP$, $B=iP$ and constant $F=H(u)$, its value at $s=0$ is $-iPH+iHP$. Covariance makes the two differentiated functions equal, so uniqueness of the derivative (`h1.unique h2`) gives the sum rule.

For the matrix elements, the adjoint of $H\varphi=e_m\varphi$ is $\varphi^\dagger H=e_m\varphi^\dagger$, because $H$ is Hermitian and $e_m$ is real (`hleft`). Hence

$$\varphi^\dagger(PH-HP)\psi=(e_n-e_m)\varphi^\dagger P\psi.$$

For the converse, define $K(t)=e^{itP}H(u+t\mathbf 1)e^{-itP}$. The same product rule gives

$$K'(t)=e^{itP}\Bigl(iPH+\sum_k G_k-iHP\Bigr)e^{-itP}=0,$$

with $H$ and $G_k$ taken at $u+t\mathbf 1$. Thus $K(s)=K(0)=H(u)$. Multiplying by the inverse exponentials, supplied by `exp_mul_exp_opposite`, restores covariance.

## A plane-wave model and a two-wave example

`planeWave` describes non-interacting electrons and identical atoms on one line along the shift, with $u_k$ measured from a common origin on that line:

$$H_{ab}=T_a\delta_{ab}+V_{ab}\sum_k e^{-i(p_a-p_b)u_k}.$$

A rigid shift multiplies each potential term by $e^{-isp_a}e^{isp_b}$, and this factor is 1 on the diagonal, where the kinetic energies stand. That is covariance with $P=\mathrm{diag}(p)$. Conjugating the $(b,a)$ entry gives the $(a,b)$ entry when $V$ is Hermitian, and every entry is differentiable. `planeWave_witness` proves all three properties, for any finite set of plane waves.

With one atom and two plane waves, only the off-diagonal entries can depend on $u$. Differentiation gives $G_{12}=-i(p_1-p_2)H_{12}$, which is exactly $-i[P,H]_{12}$.

## Checking computed couplings

In code, the unscaled derivative matrices are summed over atoms and compared with `-1j * (P @ H - H @ P)`, all in the same fixed orthonormal basis. Couplings from finite differences should agree up to the discretisation and rounding errors. In an eigenbasis, the diagonal entries of the sum must vanish: a rigid shift leaves the energy levels unchanged.
